# With one fixed local frequency and one fixed damping term for all points, the VV10 energy on a finite grid never curves upward under a density modulation

Q: I have a density ρ on an integration grid with points x_i and weights v_i. I add a ripple A cos(q·x_i), then subtract it, and evaluate the VV10 double sum each time with the local frequency and the damping term in its kernel held at the same fixed positive values at every point. From the three energies I form the second difference

E(n + δ) + E(n − δ) − 2E(n),

with charges n_i = v_i ρ(x_i) and δ_i = v_i A cos(q·x_i). You say its sign is known before I run anything?

A: Yes, it is never positive, for any q and for any other shape of δ. In electronic structure terms, this fixes the sign of the VV10 contribution to the second-order energy of a density change, in a model with a finite grid and the same fixed frequency and damping term everywhere.

```lean
import Mathlib

open Matrix

namespace VV10Fluctuations

noncomputable section

/-- Euclidean space of dimension `d`; physical space is `d = 3`. -/
abbrev Space (d : ℕ) := EuclideanSpace ℝ (Fin d)
```

Q: Is that still VV10? Show me the kernel.

A: It is the VV10 expression in atomic units, with one positive quantity g for each of the two points:

Φ = −3 / (2 g g′ (g + g′)).

```lean
variable {d : ℕ} {ι : Type*} [Fintype ι]

/-- The VV10 nonlocal kernel in atomic units, as a function of the two local quantities
`g` and `g'`, both positive. -/
def vv10Kernel (g g' : ℝ) : ℝ := -3 / (2 * g * g' * (g + g'))
```

In VV10, g = wR² + k, where R is the distance between the points. The parameter w is a local excitation frequency, and k damps the interaction at short range and keeps it finite at R = 0. Both depend on the density, unlike the two fitted constants of VV10, C and b, which enter w and k respectively. `frozenKernel` gives w and k the same values at both points, so that g = g′.

```lean
/-- The VV10 kernel between two points when the parameters `w > 0` and `k > 0` are frozen
to the same values everywhere. -/
def frozenKernel (w k : ℝ) (x y : Space d) : ℝ :=
  vv10Kernel (w * ‖x - y‖ ^ 2 + k) (w * ‖x - y‖ ^ 2 + k)
```

Q: So a uniform reference density supplies w and k, and the ripple doesn't change them.

A: That is the idealisation. In the full functional a ripple also changes w and k, which adds second-order terms that this model leaves out. The energy is

E(n) = β Σ_i n_i + ½ Σ_i Σ_j n_i n_j K_ij,

where K_ij is the frozen kernel between x_i and x_j, and β is the local VV10 constant per electron, here any real number.

```lean
/-- The frozen-parameter VV10 energy of charges `n i` at grid points `x i`, with the local
term `β` per electron; the domain is `w, k > 0`. -/
def energy (β w k : ℝ) (x : ι → Space d) (n : ι → ℝ) : ℝ :=
  β * ∑ i, n i + 1 / 2 * ∑ i, ∑ j, n i * n j * frozenKernel w k (x i) (x j)
```

Q: What exactly is claimed about K?

A: For w, k > 0, finitely many points in d dimensions and any real amplitudes c_i,

Σ_i Σ_j −3 c_i c_j / (4(w|x_i − x_j|² + k)³) ≤ 0.

Points may coincide, and the c_i need not sum to zero.

Q: Every K_ij is negative, but c_i c_j can have either sign. Why can't the positive terms win?

A: Because, up to one positive factor per point, 1/g³ is a series of powers of a scalar product with positive coefficients. Give each point x a positive scale S(x) and a vector u(x) with one extra component:

S(x) = k/2 + w|x|² + 1,

u(x) = ((S(x) − 2)/S(x), 2√w x/S(x)).

```lean
/-- A scale factor attached to a point, used to map space into a ball. -/
def scale (w k : ℝ) (x : Space d) : ℝ := k / 2 + w * ‖x‖ ^ 2 + 1

/-- A map from space to vectors with one more component; the domain is `w, k > 0`. -/
def ball (w k : ℝ) (x : Space d) : Option (Fin d) → ℝ
  | none => (scale w k x - 2) / scale w k x
  | some a => 2 * √w * x a / scale w k x
```

In `ball`, the case `none` is the extra component and `some a` is the spatial component a. The next lemma sets g = g′ in the kernel, which gives −3/(4g³).

```lean
/-- With frozen parameters the VV10 kernel is `-3 / (4 g ^ 3)` with `g = w R ^ 2 + k`. -/
theorem frozenKernel_eq (w k : ℝ) (x y : Space d) :
    frozenKernel w k x y = -3 / (4 * (w * ‖x - y‖ ^ 2 + k) ^ 3) := by
  unfold frozenKernel vv10Kernel
  generalize w * ‖x - y‖ ^ 2 + k = g
  ring
```

Q: And scalar products have the right sign?

A: All their powers do. For m = 0 the form is (Σ_i c_i)² ≥ 0. To go from m to m + 1, write out one factor u_i·u_j, where u_i = u(x_i):

Σ_i Σ_j c_i c_j (u_i·u_j)^(m+1) = Σ_a Σ_i Σ_j (c_i u_ia)(c_j u_ja)(u_i·u_j)^m.

For each a, the right side is the form for m with amplitudes c_i u_ia. That is why the Lean induction keeps `c` general.

```lean
/-- Every entrywise power of a matrix of scalar products has a nonnegative quadratic form. -/
theorem gram_pow_nonneg {κ : Type*} [Fintype κ] (u : ι → κ → ℝ) (m : ℕ) (c : ι → ℝ) :
    0 ≤ ∑ i, ∑ j, c i * c j * (u i ⬝ᵥ u j) ^ m := by
  induction m generalizing c with
  | zero =>
    simp only [pow_zero, mul_one]
    rw [← Finset.sum_mul_sum]
    exact mul_self_nonneg _
  | succ m ih =>
    -- one factor of the scalar product is absorbed, component by component, into `c`
    have h : ∑ a, ∑ i, ∑ j, (c i * u i a) * (c j * u j a) * (u i ⬝ᵥ u j) ^ m
        = ∑ i, ∑ j, c i * c j * (u i ⬝ᵥ u j) ^ (m + 1) := by
      rw [Finset.sum_comm]
      refine Finset.sum_congr rfl fun i _ => ?_
      rw [Finset.sum_comm]
      refine Finset.sum_congr rfl fun j _ => ?_
      calc _ = ∑ a, c i * c j * (u i ⬝ᵥ u j) ^ m * (u i a * u j a) :=
            Finset.sum_congr rfl fun a _ => by ring
        _ = c i * c j * (u i ⬝ᵥ u j) ^ m * (u i ⬝ᵥ u j) := (Finset.mul_sum _ _ _).symm
        _ = _ := by ring
    rw [← h]
    exact Finset.sum_nonneg fun a _ => ih fun i => c i * u i a
```

Q: How does g become a scalar product?

A: With S = S(x) and T = S(y),

1 − u(x)·u(y) = [ST − (S − 2)(T − 2) − 4w x·y]/(ST) = 2[S + T − 2 − 2w x·y]/(ST).

Since S + T − 2 = w|x|² + w|y|² + k, the last bracket is w|x − y|² + k, so

1 − u(x)·u(y) = 2(w|x − y|² + k)/(ST).

In the code, `hsum` collects the spatial components, `hg` rewrites g, and `field_simp` with `ring` finishes the algebra.

```lean
/-- For `w, k > 0` the scale factor is positive. -/
theorem scale_pos {w k : ℝ} (hw : 0 < w) (hk : 0 < k) (x : Space d) :
    0 < scale w k x := by
  unfold scale
  positivity

/-- For `w, k > 0`, the VV10 quantity `w R ^ 2 + k` is, up to one factor per point, one minus
a scalar product. -/
theorem one_sub_ball {w k : ℝ} (hw : 0 < w) (hk : 0 < k) (x y : Space d) :
    1 - ball w k x ⬝ᵥ ball w k y
      = 2 * (w * ‖x - y‖ ^ 2 + k) / (scale w k x * scale w k y) := by
  have hS := (scale_pos hw hk x).ne'
  have hT := (scale_pos hw hk y).ne'
  have hs : √w * √w = w := Real.mul_self_sqrt hw.le
  have hin : inner ℝ x y = ∑ a, x a * y a := by simp [PiLp.inner_apply, mul_comm]
  have hsum : ∑ a, (2 * √w * x a / scale w k x) * (2 * √w * y a / scale w k y)
      = 4 * w * (scale w k x)⁻¹ * (scale w k y)⁻¹ * inner ℝ x y := by
    rw [hin, Finset.mul_sum]
    refine Finset.sum_congr rfl fun a _ => ?_
    linear_combination (4 * x a * y a * (scale w k x)⁻¹ * (scale w k y)⁻¹) * hs
  have hg : w * ‖x - y‖ ^ 2 + k
      = scale w k x + scale w k y - 2 - 2 * w * inner ℝ x y := by
    rw [norm_sub_sq_real]
    unfold scale
    ring
  rw [hg, dotProduct, Fintype.sum_option]
  simp only [ball]
  rw [hsum]
  field_simp
  ring
```

Q: A series needs |u(x)·u(y)| < 1.

A: The right side of the identity is positive, so u(x)·u(y) < 1, and the same holds for |u(x)|² and |u(y)|². For the lower bound, expand |u(x) + u(y)|² ≥ 0:

2u(x)·u(y) ≥ −|u(x)|² − |u(y)|² > −2.

```lean
/-- For `w, k > 0`, the scalar products of the mapped points are smaller than one in
magnitude. -/
theorem abs_ball_lt_one {w k : ℝ} (hw : 0 < w) (hk : 0 < k) (x y : Space d) :
    |ball w k x ⬝ᵥ ball w k y| < 1 := by
  have hp : ∀ y z : Space d, ball w k y ⬝ᵥ ball w k z < 1 := by
    intro y z
    have h := one_sub_ball hw hk y z
    have hy := scale_pos hw hk y
    have hz := scale_pos hw hk z
    have : 0 < 2 * (w * ‖y - z‖ ^ 2 + k) / (scale w k y * scale w k z) := by positivity
    linarith
  have h0 : 0 ≤ ∑ a, (ball w k x a + ball w k y a) ^ 2 :=
    Finset.sum_nonneg fun a _ => sq_nonneg _
  have e : ∑ a, (ball w k x a + ball w k y a) ^ 2 = ball w k x ⬝ᵥ ball w k x
      + 2 * (ball w k x ⬝ᵥ ball w k y) + ball w k y ⬝ᵥ ball w k y := by
    simp only [dotProduct, Finset.mul_sum, ← Finset.sum_add_distrib]
    exact Finset.sum_congr rfl fun a _ => by ring
  rw [abs_lt]
  constructor <;> linarith [hp x x, hp y y, hp x y]
```

Now set r = u_i·u_j and use the binomial series

1/(1 − r)³ = Σ_m C(m+2, 2) r^m.

The identity gives g = S_i S_j (1 − r)/2, with S_i = S(x_i). Putting b_i = c_i/S_i³,

−3 c_i c_j/(4g³) = −6 b_i b_j/(1 − r)³.

Summed over i and j, each power of r contributes a nonnegative amount, and the factor −6 makes the total nonpositive. In Lean, `hser` exchanges the series with the finite sums, `hpos` establishes the sign, and `key` is the last equation.

```lean
/-- For `w, k > 0`, the quadratic form of the frozen VV10 kernel is nonpositive for all
finite families of points and all real amplitudes `c`. -/
theorem vv10_form_nonpos {w k : ℝ} (hw : 0 < w) (hk : 0 < k) (x : ι → Space d)
    (c : ι → ℝ) :
    ∑ i, ∑ j, -3 * c i * c j / (4 * (w * ‖x i - x j‖ ^ 2 + k) ^ 3) ≤ 0 := by
  let u : ι → Option (Fin d) → ℝ := fun i => ball w k (x i)
  let b : ι → ℝ := fun i => c i / scale w k (x i) ^ 3
  -- binomial series of the inverse cube, with positive coefficients
  have hgeo : ∀ r : ℝ, |r| < 1 →
      HasSum (fun m : ℕ => ((m + 2).choose 2 : ℝ) * r ^ m) (1 / (1 - r) ^ (2 + 1)) := by
    intro r hr
    have hr' : ‖r‖ < 1 := by rwa [Real.norm_eq_abs]
    have h := hasSum_choose_mul_geometric_of_norm_lt_one 2 hr'
    exact h
  have hser : HasSum
      (fun m : ℕ => ∑ i, ∑ j, b i * b j * (((m + 2).choose 2 : ℝ) * (u i ⬝ᵥ u j) ^ m))
      (∑ i, ∑ j, b i * b j * (1 / (1 - u i ⬝ᵥ u j) ^ (2 + 1))) := by
    refine hasSum_sum fun i _ => hasSum_sum fun j _ => ?_
    have hu : |u i ⬝ᵥ u j| < 1 := abs_ball_lt_one hw hk (x i) (x j)
    exact (hgeo (u i ⬝ᵥ u j) hu).mul_left (b i * b j)
  have hpos : 0 ≤ ∑ i, ∑ j, b i * b j * (1 / (1 - u i ⬝ᵥ u j) ^ (2 + 1)) := by
    rw [← hser.tsum_eq]
    refine tsum_nonneg fun m => ?_
    have h : ∑ i, ∑ j, b i * b j * (((m + 2).choose 2 : ℝ) * (u i ⬝ᵥ u j) ^ m)
        = ((m + 2).choose 2 : ℝ) * ∑ i, ∑ j, b i * b j * (u i ⬝ᵥ u j) ^ m := by
      simp only [Finset.mul_sum]
      exact Finset.sum_congr rfl fun i _ => Finset.sum_congr rfl fun j _ => by ring
    rw [h]
    exact mul_nonneg (Nat.cast_nonneg _) (gram_pow_nonneg u m b)
  -- the scale factors are absorbed into the amplitudes
  have key : ∀ i j, -3 * c i * c j / (4 * (w * ‖x i - x j‖ ^ 2 + k) ^ 3)
      = -6 * (b i * b j * (1 / (1 - u i ⬝ᵥ u j) ^ (2 + 1))) := by
    intro i j
    have hS := (scale_pos hw hk (x i)).ne'
    have hT := (scale_pos hw hk (x j)).ne'
    have hg : w * ‖x i - x j‖ ^ 2 + k ≠ 0 := by positivity
    simp only [u, b]
    rw [one_sub_ball hw hk]
    generalize w * ‖x i - x j‖ ^ 2 + k = g at *
    rw [show (2 + 1 : ℕ) = 3 from rfl]
    field_simp
    ring
  have e : ∑ i, ∑ j, -3 * c i * c j / (4 * (w * ‖x i - x j‖ ^ 2 + k) ^ 3)
      = -6 * ∑ i, ∑ j, b i * b j * (1 / (1 - u i ⬝ᵥ u j) ^ (2 + 1)) := by
    simp only [Finset.mul_sum]
    exact Finset.sum_congr rfl fun i _ => Finset.sum_congr rfl fun j _ => key i j
  rw [e]
  linarith
```

Q: Then VV10 never penalizes a modulation?

A: That is too strong, because a modulation also has a first-order effect. Averaging over δ and −δ removes it:

[E(n + δ) + E(n − δ)]/2 = E(n) + ½ Σ_i Σ_j δ_i δ_j K_ij ≤ E(n).

So at least one of the two modulated densities has an energy no higher than E(n), but the other may lie above it. Take two distinct sites with charges (3, 1) and move one unit to reach (2, 2). A short calculation gives an energy change of K_12 − K_11, which is positive because the kernel is weaker at a distance. The reverse move, to (4, 0), lowers the energy by more.

In the Lean proof, `hl` and `hq` carry out the cancellation in the β term and the double sum, and `h` is the sign result applied to δ.

```lean
/-- For `w, k > 0`, the frozen VV10 energy averaged over a density modulation `δ` and its
reverse does not exceed the energy of the unmodulated density. -/
theorem average_energy_le {w k : ℝ} (hw : 0 < w) (hk : 0 < k) (β : ℝ)
    (x : ι → Space d) (n δ : ι → ℝ) :
    (energy β w k x (n + δ) + energy β w k x (n - δ)) / 2 ≤ energy β w k x n := by
  have h : ∑ i, ∑ j, δ i * δ j * frozenKernel w k (x i) (x j) ≤ 0 := by
    refine le_of_eq_of_le ?_ (vv10_form_nonpos hw hk x δ)
    refine Finset.sum_congr rfl fun i _ => Finset.sum_congr rfl fun j _ => ?_
    rw [frozenKernel_eq]
    ring
  -- the terms of first order in the modulation cancel
  have hl : ∑ i, (n + δ) i + ∑ i, (n - δ) i = 2 * ∑ i, n i := by
    simp only [Finset.mul_sum, ← Finset.sum_add_distrib]
    refine Finset.sum_congr rfl fun i _ => ?_
    simp only [Pi.add_apply, Pi.sub_apply]
    ring
  have hq : ∑ i, ∑ j, (n + δ) i * (n + δ) j * frozenKernel w k (x i) (x j)
      + ∑ i, ∑ j, (n - δ) i * (n - δ) j * frozenKernel w k (x i) (x j)
      = 2 * ∑ i, ∑ j, n i * n j * frozenKernel w k (x i) (x j)
        + 2 * ∑ i, ∑ j, δ i * δ j * frozenKernel w k (x i) (x j) := by
    simp only [Finset.mul_sum, ← Finset.sum_add_distrib]
    refine Finset.sum_congr rfl fun i _ => Finset.sum_congr rfl fun j _ => ?_
    simp only [Pi.add_apply, Pi.sub_apply]
    ring
  unfold energy
  linear_combination β / 2 * hl + 1 / 4 * hq + 1 / 2 * h

end

end VV10Fluctuations
```

```lean
#print axioms VV10Fluctuations.average_energy_le
```

```
'VV10Fluctuations.average_energy_le' depends on axioms: [propext, Classical.choice, Quot.sound]
```

Q: Could you have let w and k vary from point to point, still fixed during the ripple?

A: Yes, and that would be closer to a molecule. The averaging identity would survive, since the kernel would still not respond to δ. The sign is no longer guaranteed for arbitrary positive w and k, and the proof breaks down because the map to u uses one common pair. For example, put points at −1, 0 and 1 on a line, with w = 0.1 and k = 1 at the outer points and w = 0.001 and k = 1.1 in the middle. These values are chosen freely, not computed from a density. The modulation δ = (1, −2, 1) then gives a second difference of about +0.2.
